# A Hermitian two-mode Hamiltonian does not couple an energy-minimizing product state to its single excitations

## Modals, product states and the energy

Two vibrational modes have state spaces $E$ and $F$, which are complex inner-product spaces. Their vectors are called modals, and the product state built from $u\in E$ and $v\in F$ is $u\otimes v$. A third inner-product space $V$ serves for statements that do not depend on the tensor structure.

```lean
import Mathlib

open scoped TensorProduct InnerProductSpace ComplexConjugate

namespace VSCFBrillouin

noncomputable section

variable {E F V : Type*}
  [NormedAddCommGroup E] [InnerProductSpace ℂ E]
  [NormedAddCommGroup F] [InnerProductSpace ℂ F]
  [NormedAddCommGroup V] [InnerProductSpace ℂ V]
```

The Hamiltonian $H$ is a linear map from $E\otimes F$ to itself. The energy of a pair of modals is

$$\varepsilon(x,y)=\operatorname{Re}\,\langle x\otimes y,\;H(x\otimes y)\rangle .$$

There is no division by the norm, so this is the usual expectation value only when $x\otimes y$ is normalized. For Hermitian $H$ the inner product is already real, and taking the real part only makes the energy a real number that can be compared with others.

```lean
/-- The energy expectation value of `H` in the product state `u ⊗ v` (not normalized). -/
def energy (H : E ⊗[ℂ] F →ₗ[ℂ] E ⊗[ℂ] F) (u : E) (v : F) : ℝ :=
  (⟪u ⊗ₜ[ℂ] v, H (u ⊗ₜ[ℂ] v)⟫_ℂ).re
```

In the vibrational self-consistent field (VSCF) method for the ground state, normalized modals are chosen to minimize this energy. The pair $(u,v)$ is a VSCF minimum if $\|u\|=\|v\|=1$ and

$$\varepsilon(u,v)\le\varepsilon(x,y)\qquad\text{whenever } \|x\|=\|y\|=1 .$$

This is a global minimum over both modals at once. That one exists is assumed; local minima and VSCF solutions for excited states do not satisfy the definition in general.

```lean
/-- The unit modals `u` and `v` minimize the energy among all products of unit modals. -/
structure IsVSCFMinimum (H : E ⊗[ℂ] F →ₗ[ℂ] E ⊗[ℂ] F) (u : E) (v : F) : Prop where
  norm_left : ‖u‖ = 1
  norm_right : ‖v‖ = 1
  le_energy : ∀ (x : E) (y : F), ‖x‖ = 1 → ‖y‖ = 1 → energy H u v ≤ energy H x y
```

The inner product on $E\otimes F$ is fixed by $\langle x\otimes y,\,x'\otimes y'\rangle=\langle x,x'\rangle\langle y,y'\rangle$. It is conjugate-linear in the first argument,

$$\langle c\,\Psi,\Phi\rangle=\bar c\,\langle\Psi,\Phi\rangle ,$$

```lean
/-- The inner product of two-mode states is conjugate-linear in the first state. -/
theorem tensor_smul_left (c : ℂ) (x y : E ⊗[ℂ] F) : ⟪c • x, y⟫_ℂ = conj c * ⟪x, y⟫_ℂ :=
  inner_smul_left x y c
```

and linear in the second, $\langle \Psi,c\,\Phi\rangle=c\,\langle\Psi,\Phi\rangle$.

```lean
/-- The inner product of two-mode states is linear in the second state. -/
theorem tensor_smul_right (c : ℂ) (x y : E ⊗[ℂ] F) : ⟪x, c • y⟫_ℂ = c * ⟪x, y⟫_ℂ :=
  inner_smul_right x y c
```

Neither space needs to be finite-dimensional. However, $E\otimes F$ is the algebraic tensor product, whose elements are finite sums of products, and $H$ must be defined on all of it and map it into itself. A Hamiltonian matrix in a finite product basis fits directly; an unbounded operator on a completed Hilbert space fits only after $E$ and $F$ have been chosen as subspaces for which $E\otimes F$ lies in its domain and is mapped into itself.

## From unit modals to all modals

Adding an excitation to a modal changes its norm, so the minimum property is needed for modals of any length. For real $a$ and $b$, the factor $ab$ appears once on each side of the inner product:

$$\varepsilon(ax,by)=a^2b^2\,\varepsilon(x,y).$$

```lean
/-- Rescaling the two modals by real factors multiplies the energy by their squares. -/
theorem energy_smul (H : E ⊗[ℂ] F →ₗ[ℂ] E ⊗[ℂ] F) (a b : ℝ) (x : E) (y : F) :
    energy H ((a : ℂ) • x) ((b : ℂ) • y) = a ^ 2 * b ^ 2 * energy H x y := by
  unfold energy
  rw [TensorProduct.smul_tmul_smul, map_smul, tensor_smul_left, tensor_smul_right,
    ← Complex.ofReal_mul, Complex.conj_ofReal, Complex.re_ofReal_mul, Complex.re_ofReal_mul]
  ring
```

If $x$ and $y$ are nonzero, the normalized modals $x/\|x\|$ and $y/\|y\|$ can be compared with the minimum. Scaling back gives

$$\varepsilon(x,y)=\|x\|^2\|y\|^2\,\varepsilon\!\left(\frac{x}{\|x\|},\frac{y}{\|y\|}\right)\ge \varepsilon(u,v)\,\|x\|^2\|y\|^2 .$$

If either modal is zero, both sides are zero. The two `by_cases` lines treat these cases, and `key` is the scaling identity.

```lean
/-- The minimal energy bounds the energy of every product state, normalized or not,
in proportion to its squared norm. -/
theorem IsVSCFMinimum.rayleigh_le {H : E ⊗[ℂ] F →ₗ[ℂ] E ⊗[ℂ] F} {u : E} {v : F}
    (h : IsVSCFMinimum H u v) (x : E) (y : F) :
    energy H u v * (‖x‖ ^ 2 * ‖y‖ ^ 2) ≤ energy H x y := by
  by_cases hx : x = 0
  · simp [hx, energy]
  by_cases hy : y = 0
  · simp [hy, energy]
  have hx' : (‖x‖ : ℂ) ≠ 0 := Complex.ofReal_ne_zero.mpr (norm_ne_zero_iff.mpr hx)
  have hy' : (‖y‖ : ℂ) ≠ 0 := Complex.ofReal_ne_zero.mpr (norm_ne_zero_iff.mpr hy)
  -- compare with the normalized modals, then scale back
  have key := energy_smul H ‖x‖ ‖y‖ ((‖x‖ : ℂ)⁻¹ • x) ((‖y‖ : ℂ)⁻¹ • y)
  rw [smul_inv_smul₀ hx', smul_inv_smul₀ hy'] at key
  have hmin := h.le_energy ((‖x‖ : ℂ)⁻¹ • x) ((‖y‖ : ℂ)⁻¹ • y)
    (norm_smul_inv_norm hx) (norm_smul_inv_norm hy)
  have h2 := mul_le_mul_of_nonneg_left hmin (by positivity : 0 ≤ ‖x‖ ^ 2 * ‖y‖ ^ 2)
  rw [key]
  linarith
```

## A nonzero coupling would lower the energy

Let $T$ be Hermitian on $V$, let $\psi$ be a unit vector and let $\varphi$ be orthogonal to it. Write

$$\kappa=\langle\varphi,T\psi\rangle,\qquad \varepsilon_0=\langle\psi,T\psi\rangle .$$

Suppose that admixing $\varphi$ with any complex amplitude $t$ never lowers the Rayleigh quotient below $\varepsilon_0$. Orthogonality gives the squared norm, and Hermiticity, in the form $\langle\psi,T\varphi\rangle=\bar\kappa$, gives the expectation value:

$$\|\psi+t\varphi\|^2=1+|t|^2\|\varphi\|^2,$$

$$\langle\psi+t\varphi,\,T(\psi+t\varphi)\rangle=\varepsilon_0+t\bar\kappa+\bar t\kappa+|t|^2\langle\varphi,T\varphi\rangle .$$

With $K=\langle\varphi,T\varphi\rangle-\varepsilon_0\|\varphi\|^2$, the assumption becomes

$$0\le 2\operatorname{Re}(\bar t\kappa)+|t|^2K\qquad\text{for all } t\in\mathbb C .$$

Now take $t=-s\kappa$ with $s=1/(|K|+1)$. Then $s>0$ and $sK<2$, and the inequality reads

$$0\le -s\,|\kappa|^2\,(2-sK).$$

For $\kappa\neq0$ the right-hand side is negative, so $\kappa=0$.

```lean
/-- If admixing `φ`, orthogonal to the unit state `ψ`, never lowers the Rayleigh quotient of
a Hermitian operator `T`, whatever the complex amplitude, then `T` does not couple `φ` to `ψ`. -/
theorem coupling_eq_zero {T : V →ₗ[ℂ] V} (hT : T.IsSymmetric) {ψ φ : V}
    (hψ : ‖ψ‖ = 1) (horth : ⟪φ, ψ⟫_ℂ = 0)
    (hmin : ∀ t : ℂ, (⟪ψ, T ψ⟫_ℂ).re * ‖ψ + t • φ‖ ^ 2
      ≤ (⟪ψ + t • φ, T (ψ + t • φ)⟫_ℂ).re) :
    ⟪φ, T ψ⟫_ℂ = 0 := by
  have horth' : ⟪ψ, φ⟫_ℂ = 0 := inner_eq_zero_symm.mp horth
  have hc : ⟪ψ, T φ⟫_ℂ = conj ⟪φ, T ψ⟫_ℂ := by
    rw [← hT ψ φ, inner_conj_symm]
  have hstep : ∀ K : ℝ, ∃ s : ℝ, 0 < s ∧ s * K < 2 := by
    intro K
    refine ⟨1 / (|K| + 1), by positivity, ?_⟩
    rw [div_mul_eq_mul_div, div_lt_iff₀ (by positivity)]
    linarith [le_abs_self K, abs_nonneg K]
  obtain ⟨s, hs, hsK⟩ := hstep ((⟪φ, T φ⟫_ℂ).re - (⟪ψ, T ψ⟫_ℂ).re * ‖φ‖ ^ 2)
  -- the squared norm of the varied state
  have hN : ∀ t : ℂ, ‖ψ + t • φ‖ ^ 2 = 1 + ‖t‖ ^ 2 * ‖φ‖ ^ 2 := by
    intro t
    rw [@norm_add_sq ℂ, inner_smul_right, horth', norm_smul, hψ, mul_zero, map_zero]
    ring
  -- the energy of the varied state
  have hE : ∀ t : ℂ, ⟪ψ + t • φ, T (ψ + t • φ)⟫_ℂ = ⟪ψ, T ψ⟫_ℂ
      + t * conj ⟪φ, T ψ⟫_ℂ + conj t * ⟪φ, T ψ⟫_ℂ + conj t * t * ⟪φ, T φ⟫_ℂ := by
    intro t
    simp only [map_add, map_smul, inner_add_left, inner_add_right, inner_smul_left,
      inner_smul_right, hc]
    ring
  -- step against the coupling
  have h := hmin (-((s : ℂ) * ⟪φ, T ψ⟫_ℂ))
  rw [hN, hE, Complex.sq_norm] at h
  by_contra hne
  have hn : 0 < Complex.normSq ⟪φ, T ψ⟫_ℂ := Complex.normSq_pos.mpr hne
  have hpos := mul_pos (mul_pos hn hs) (sub_pos.mpr hsK)
  simp only [Complex.normSq_apply, Complex.add_re, Complex.mul_re, Complex.mul_im,
    Complex.neg_re, Complex.neg_im, Complex.conj_re, Complex.conj_im, Complex.ofReal_re,
    Complex.ofReal_im] at h hpos
  nlinarith
```

In the code, `hc` is the Hermiticity relation, `hstep` supplies $s$, and `hN` and `hE` are the two expansions. The positive number $|\kappa|^2s(2-sK)$ is `hpos`. After everything has been written in real and imaginary parts, `nlinarith` finds the contradiction.

For a fixed $\varphi$, the amplitude has to be complex. With real $t$ the linear term is $2t\operatorname{Re}\kappa$, and the argument would show only that the real part of the coupling vanishes. A purely imaginary coupling would escape it, unless $i\varphi$ were admixed as well.

## Single excitations of either mode

Let $(u,v)$ be a VSCF minimum of a Hermitian $H$, and let $u'$ be orthogonal to $u$. Then $u'\otimes v$ is orthogonal to $u\otimes v$, because

$$\langle u'\otimes v,\,u\otimes v\rangle=\langle u',u\rangle\langle v,v\rangle=0 .$$

Admixing it with any amplitude gives another product state:

$$u\otimes v+t\,(u'\otimes v)=(u+t\,u')\otimes v .$$

The inequality for modals of any length therefore applies to the varied state, and the coupling argument with $\psi=u\otimes v$ and $\varphi=u'\otimes v$ gives

$$\langle u'\otimes v,\,H(u\otimes v)\rangle=0 .$$

The same reasoning for the second mode gives $\langle u\otimes v',\,H(u\otimes v)\rangle=0$ for $v'$ orthogonal to $v$. The excited modals $u'$ and $v'$ need not be normalized.

```lean
/-- Brillouin theorem for the vibrational self-consistent field: at an energy minimum over
product states, the Hamiltonian does not couple `u ⊗ v` to single excitations of either mode. -/
theorem brillouin {H : E ⊗[ℂ] F →ₗ[ℂ] E ⊗[ℂ] F} (hH : H.IsSymmetric) {u : E} {v : F}
    (h : IsVSCFMinimum H u v) :
    (∀ u' : E, ⟪u', u⟫_ℂ = 0 → ⟪u' ⊗ₜ[ℂ] v, H (u ⊗ₜ[ℂ] v)⟫_ℂ = 0) ∧
    (∀ v' : F, ⟪v', v⟫_ℂ = 0 → ⟪u ⊗ₜ[ℂ] v', H (u ⊗ₜ[ℂ] v)⟫_ℂ = 0) := by
  have hnorm : ‖u ⊗ₜ[ℂ] v‖ = 1 := by
    rw [TensorProduct.norm_tmul, h.norm_left, h.norm_right, one_mul]
  constructor
  · intro u' hu'
    refine coupling_eq_zero hH hnorm (by rw [TensorProduct.inner_tmul, hu', zero_mul]) ?_
    intro t
    -- the varied state is still a product
    have e : u ⊗ₜ[ℂ] v + t • (u' ⊗ₜ[ℂ] v) = (u + t • u') ⊗ₜ[ℂ] v := by
      rw [TensorProduct.add_tmul, TensorProduct.smul_tmul']
    rw [e, TensorProduct.norm_tmul, mul_pow]
    exact h.rayleigh_le _ _
  · intro v' hv'
    refine coupling_eq_zero hH hnorm (by rw [TensorProduct.inner_tmul, hv', mul_zero]) ?_
    intro t
    have e : u ⊗ₜ[ℂ] v + t • (u ⊗ₜ[ℂ] v') = u ⊗ₜ[ℂ] (v + t • v') := by
      rw [TensorProduct.tmul_add, TensorProduct.tmul_smul]
    rw [e, TensorProduct.norm_tmul, mul_pow]
    exact h.rayleigh_le _ _
```

The hypothesis `hH` says that $H$ is Hermitian, and `h` says that $(u,v)$ is a VSCF minimum. The two halves of the conclusion are the two kinds of single excitation.

The proof turns on the equation `e`. The lemma `coupling_eq_zero` knows nothing about tensor products and asks for an inequality about the sum $\psi+t\varphi$. Rewriting with `e` replaces this sum by a single product, both in the norm and in the expectation value. `TensorProduct.norm_tmul` then splits the norm into $\|u+tu'\|\,\|v\|$, and what remains is `h.rayleigh_le`, once Lean unfolds the definition of `energy`. A double excitation offers no such equation in general, since $u\otimes v+t\,(u'\otimes v')$ is entangled when $t$, $u'$ and $v'$ are nonzero.

Brillouin's theorem of electronic structure concerns a Hartree–Fock determinant of identical fermions. The statement here is its vibrational analogue for two distinguishable modes and a plain product. In a configuration-interaction calculation for such a two-mode model, built on the minimizing VSCF state, the matrix elements between the reference and the singly excited configurations vanish.

## The VSCF equations

An arbitrary modal $x$ splits into a part along $u$ and a remainder $x'=x-\langle u,x\rangle u$ orthogonal to $u$. Since $x'\otimes v$ is a single excitation,

$$0=\langle x'\otimes v,\,H(u\otimes v)\rangle=\langle x\otimes v,\,H(u\otimes v)\rangle-\langle x,u\rangle\,\langle u\otimes v,\,H(u\otimes v)\rangle .$$

This is the eigenvalue equation for $u$ in the mean field of $v$, tested against $x$. The matrix elements of the averaged Hamiltonian are $\langle x\otimes v,H(w\otimes v)\rangle$ for $x,w\in E$, and the eigenvalue is the total energy because all of $H$ is averaged. The equation for $v$ follows in the same way. The averaged operator itself is not constructed; the equations are stated through its matrix elements.

```lean
/-- The VSCF equations in weak form: tested against any modal `x` or `y`, each minimizing modal
is an eigenvector of the Hamiltonian averaged over the other mode. -/
theorem vscf_equations {H : E ⊗[ℂ] F →ₗ[ℂ] E ⊗[ℂ] F} (hH : H.IsSymmetric) {u : E} {v : F}
    (h : IsVSCFMinimum H u v) :
    (∀ x : E, ⟪x ⊗ₜ[ℂ] v, H (u ⊗ₜ[ℂ] v)⟫_ℂ
      = ⟪x, u⟫_ℂ * ⟪u ⊗ₜ[ℂ] v, H (u ⊗ₜ[ℂ] v)⟫_ℂ) ∧
    (∀ y : F, ⟪u ⊗ₜ[ℂ] y, H (u ⊗ₜ[ℂ] v)⟫_ℂ
      = ⟪y, v⟫_ℂ * ⟪u ⊗ₜ[ℂ] v, H (u ⊗ₜ[ℂ] v)⟫_ℂ) := by
  constructor
  · intro x
    -- remove the component along `u`; the rest is a single excitation
    have h0 : ⟪x - ⟪u, x⟫_ℂ • u, u⟫_ℂ = 0 := by
      rw [inner_sub_left, inner_smul_left, inner_conj_symm, inner_self_eq_norm_sq_to_K,
        h.norm_left]
      simp
    have h1 := (brillouin hH h).1 _ h0
    rw [TensorProduct.sub_tmul, ← TensorProduct.smul_tmul', inner_sub_left, tensor_smul_left,
      inner_conj_symm] at h1
    exact sub_eq_zero.mp h1
  · intro y
    have h0 : ⟪y - ⟪v, y⟫_ℂ • v, v⟫_ℂ = 0 := by
      rw [inner_sub_left, inner_smul_left, inner_conj_symm, inner_self_eq_norm_sq_to_K,
        h.norm_right]
      simp
    have h1 := (brillouin hH h).2 _ h0
    rw [TensorProduct.tmul_sub, TensorProduct.tmul_smul, inner_sub_left, tensor_smul_left,
      inner_conj_symm] at h1
    exact sub_eq_zero.mp h1
```

In each half, `h0` is the orthogonality of the remainder and `h1` is the vanishing coupling from `brillouin`.

## A double excitation that does couple

The conclusion does not extend to double excitations. For vectors $a$ and $b$, consider the operator

$$1-|a\rangle\langle a|+|b\rangle\langle a|+|a\rangle\langle b| .$$

```lean
/-- The model Hamiltonian `1 - |a⟩⟨a| + |b⟩⟨a| + |a⟩⟨b|`. -/
def pairCoupling (a b : V) : V →ₗ[ℂ] V where
  toFun x := x - ⟪a, x⟫_ℂ • a + ⟪a, x⟫_ℂ • b + ⟪b, x⟫_ℂ • a
  map_add' x y := by
    simp only [inner_add_right]
    module
  map_smul' c x := by
    simp only [inner_smul_right, RingHom.id_apply]
    module
```

It is Hermitian, because the first two terms are Hermitian and the last two are adjoints of each other.

```lean
/-- The model Hamiltonian `pairCoupling a b` is Hermitian. -/
theorem pairCoupling_isSymmetric (a b : V) : (pairCoupling a b).IsSymmetric := by
  have hP : ∀ x, pairCoupling a b x
      = x - ⟪a, x⟫_ℂ • a + ⟪a, x⟫_ℂ • b + ⟪b, x⟫_ℂ • a := fun _ => rfl
  intro x y
  simp only [hP, inner_add_left, inner_sub_left, inner_smul_left, inner_add_right,
    inner_sub_right, inner_smul_right, inner_conj_symm]
  ring
```

Let each mode have two levels, $|0\rangle$ and $|1\rangle$.

```lean
/-- The basis state number `i` of a two-level mode. -/
def ket (i : Fin 2) : EuclideanSpace ℂ (Fin 2) := EuclideanSpace.single i 1
```

Take $a=|00\rangle$ and $b=|11\rangle$. For modals with components $x_0,x_1$ and $y_0,y_1$, the energy is

$$\varepsilon(x,y)=|x_0y_1|^2+|x_1y_0|^2+|x_1y_1|^2+2\operatorname{Re}(\overline{x_0y_0}\,x_1y_1).$$

The first, second and last terms combine into one square:

$$\varepsilon(x,y)=|\bar x_0y_1+\bar x_1y_0|^2+|x_1y_1|^2\ge0 .$$

The state $|00\rangle$ has energy $0$ and is therefore a VSCF minimum. Yet $H|00\rangle=|11\rangle$, so $\langle 11|H|00\rangle=1$.

```lean
/-- Double excitations are not covered: for two two-level modes, `pairCoupling` of `|00⟩` and
`|11⟩` is Hermitian, has `|00⟩` as VSCF minimum, and couples it to `|11⟩` with element 1. -/
theorem double_excitation_witness :
    let H := pairCoupling (ket 0 ⊗ₜ[ℂ] ket 0) (ket 1 ⊗ₜ[ℂ] ket 1)
    H.IsSymmetric ∧ IsVSCFMinimum H (ket 0) (ket 0) ∧
      ⟪ket 1 ⊗ₜ[ℂ] ket 1, H (ket 0 ⊗ₜ[ℂ] ket 0)⟫_ℂ = 1 := by
  intro H
  have hH : ∀ x, H x = x - ⟪ket 0 ⊗ₜ[ℂ] ket 0, x⟫_ℂ • (ket 0 ⊗ₜ[ℂ] ket 0)
      + ⟪ket 0 ⊗ₜ[ℂ] ket 0, x⟫_ℂ • (ket 1 ⊗ₜ[ℂ] ket 1)
      + ⟪ket 1 ⊗ₜ[ℂ] ket 1, x⟫_ℂ • (ket 0 ⊗ₜ[ℂ] ket 0) := fun _ => rfl
  have hk : ∀ (i : Fin 2) (w : EuclideanSpace ℂ (Fin 2)), ⟪ket i, w⟫_ℂ = w i := by
    intro i w
    simp [ket, EuclideanSpace.inner_single_left]
  have hk' : ∀ (i : Fin 2) (w : EuclideanSpace ℂ (Fin 2)), ⟪w, ket i⟫_ℂ = starRingEnd ℂ (w i) := by
    intro i w
    rw [← inner_conj_symm, hk]
  have hself : ∀ w : EuclideanSpace ℂ (Fin 2),
      ⟪w, w⟫_ℂ = starRingEnd ℂ (w 0) * w 0 + starRingEnd ℂ (w 1) * w 1 := by
    intro w
    rw [PiLp.inner_apply, Fin.sum_univ_two, RCLike.inner_apply, RCLike.inner_apply]
    ring
  -- the energy of a product state is a sum of two squares
  have hE : ∀ x y : EuclideanSpace ℂ (Fin 2), energy H x y =
      Complex.normSq (starRingEnd ℂ (x 0) * y 1 + starRingEnd ℂ (x 1) * y 0)
        + Complex.normSq (x 1 * y 1) := by
    intro x y
    simp only [energy, hH, inner_add_right, inner_sub_right, tensor_smul_right,
      TensorProduct.inner_tmul, hk, hk', hself]
    simp only [Complex.normSq_apply, Complex.add_re, Complex.add_im, Complex.sub_re,
      Complex.mul_re, Complex.mul_im, Complex.conj_re, Complex.conj_im]
    ring
  have h0 : energy H (ket 0) (ket 0) = 0 := by
    rw [hE]
    simp [ket]
  refine ⟨pairCoupling_isSymmetric _ _, ⟨by simp [ket], by simp [ket], ?_⟩, ?_⟩
  · intro x y _ _
    rw [h0, hE]
    exact add_nonneg (Complex.normSq_nonneg _) (Complex.normSq_nonneg _)
  · simp only [hH, inner_add_right, inner_sub_right, tensor_smul_right,
      TensorProduct.inner_tmul, hk]
    simp [ket]

end

end VSCFBrillouin
```

Here `hE` is the sum of two squares and `h0` is the zero energy of $|00\rangle$. Together they give the minimum property, and the last `simp` evaluates the matrix element.

```lean
#print axioms VSCFBrillouin.brillouin
#print axioms VSCFBrillouin.vscf_equations
```

```
'VSCFBrillouin.brillouin' depends on axioms: [propext, Classical.choice, Quot.sound]
'VSCFBrillouin.vscf_equations' depends on axioms: [propext, Classical.choice, Quot.sound]
```
